# Two self-energy integrals grow linearly with the cutoff, but their difference grows only logarithmically

**A:** Take a mass m > 0, the energy E(k) = √(k² + m²), and the two integrals

P(L) = ∫₀ᴸ k/(E + k − m) dk

V(L) = ∫₀ᴸ k/(E + k + m) dk

As L → ∞, both P(L)/L and V(L)/L tend to 1/2, while (P(L) − V(L))/ln L tends to m/2. This is the cancellation of linear growth associated with Weisskopf's electron self-energy, in a model where both contributions carry the same weight k.

**Q:** Where do these denominators come from?

**A:** From second-order perturbation theory in units ħ = c = 1. An electron at rest emits a photon of momentum k and recoils. The intermediate state has energy E + k, the initial one m, so the denominator is E + k − m. The vacuum can also create a photon, a positron of energy E and an electron at rest, at a cost of E + k + m. If an electron already occupies that state, the Pauli principle blocks this process, and its contribution to the vacuum energy has to be removed. The energy shift therefore contains P and V with opposite signs.

**Q:** Show me the cancellation by hand first.

**A:** Start from E² = k² + m². It gives

(E + k + m)(E + k − m) = (E + k)² − m² = 2k(E + k)

Dividing by 2(E + k) and by one factor or the other, for k > 0,

k/(E + k − m) = 1/2 + m/(2(E + k))

k/(E + k + m) = 1/2 − m/(2(E + k))

The constant 1/2 is common to both and produces the linear growth. With R(L) = ∫₀ᴸ m/(E + k) dk, integration gives

P = L/2 + R/2, V = L/2 − R/2, P − V = R

**Q:** And R is elementary?

**A:** Yes. Substitute s = E + k. Since E − k = m²/s, we have k = (s − m²/s)/2 and dk = (1 + m²/s²)/2 ds. Write S = E(L) + L. Then

R(L) = (m/2) ∫ₘˢ (1/s + m²/s³) ds, with upper limit s = S

R(L) = (m/2) [ln(S/m) + (1 − m²/S²)/2]

R(L) = (m/2) [ln(S/m) + L/S]

The last line uses L = (S − m²/S)/2.

For large L, the bounds L ≤ E(L) ≤ L + m give L/(2L + m) ≤ L/S ≤ 1/2, so L/S → 1/2. Hence ln(S/m) − ln(2L/m) = ln(S/(2L)) → 0, and

R(L) − (m/2) ln(2L/m) → m/4

Because ln(2L/m) = ln L + ln(2/m), dividing by ln L leaves R/ln L → m/2. Since ln L/L → 0, also R/L → 0, and P/L and V/L both tend to 1/2.

**Q:** Now the formal version. What are its objects?

**A:** Real numbers and real functions. `energy m k` is E(k), the dispersion relation in natural units.

```lean
import Mathlib

open Filter Topology

namespace WeisskopfSelfEnergy

/-- Relativistic energy of a particle of mass `m` and momentum `k`, in natural units. -/
noncomputable def energy (m k : ℝ) : ℝ := √(k ^ 2 + m ^ 2)
```

`electronPart m L` is P(L). The cutoff is sharp, and the integral is an ordinary one over the interval from 0 to L.

```lean
/-- Integral up to the cutoff `L` with energy denominator `E + k - m`. -/
noncomputable def electronPart (m L : ℝ) : ℝ :=
  ∫ k in (0 : ℝ)..L, k / (energy m k + k - m)
```

`vacuumPart m L` is V(L), with the same cutoff and the opposite sign of m in the denominator.

```lean
/-- Integral up to the cutoff `L` with energy denominator `E + k + m`. -/
noncomputable def vacuumPart (m L : ℝ) : ℝ :=
  ∫ k in (0 : ℝ)..L, k / (energy m k + k + m)
```

`remainder m L` is defined as the closed form of R(L). That it equals the integral is a theorem further down, not part of the definition.

```lean
/-- The function `(m/2) [ln((E + L)/m) + L/(E + L)]` of the cutoff `L`, with `E` the energy at
momentum `L`. -/
noncomputable def remainder (m L : ℝ) : ℝ :=
  m / 2 * (Real.log ((energy m L + L) / m) + L / (energy m L + L))
```

**Q:** What does the main theorem assume, and what does it say?

**A:** `weisskopf_cancellation` has one hypothesis, `0 < m`: the electron has a rest mass, which sets the scale against which the cutoff is measured. Its conclusion is three limits, each written with `Tendsto … atTop (𝓝 …)`, meaning that L goes to infinity through the reals and the function approaches the stated value. The values are 1/2, 1/2 and m/2. The logarithm is taken of the number L in whatever unit is chosen; changing the unit adds a constant to ln L and does not affect the leading coefficient.

**Q:** Then is m/2 the coefficient of the QED mass shift?

**A:** No. The coupling constant, the angular factors, the Coulomb interaction and the spin-dependent matrix elements are all absent. For transverse photons, the spin sums put factors 1 − m/E and 1 + m/E into the two numerators. These corrections are of the same order as the term that survives here, so they change the coefficient of the logarithm. What the model retains is the cancellation between the energy denominators. In quantum electrodynamics such cancellations leave the electron's mass shift only logarithmically sensitive to the cutoff; this equal-weight, one-dimensional integral shows the mechanism without computing that shift.

**Q:** Fair. How does the proof begin?

**A:** With the mass-shell relation and the positivity of the energy.

```lean
/-- The mass-shell relation `E² = k² + m²`. -/
theorem energy_sq (m k : ℝ) : energy m k ^ 2 = k ^ 2 + m ^ 2 :=
  Real.sq_sqrt (by positivity)

lemma energy_pos {m : ℝ} (hm : 0 < m) (k : ℝ) : 0 < energy m k :=
  Real.sqrt_pos.2 (by positivity)
```

Then come the two integrand identities. The proof shows that the denominators are nonzero and clears them. What remains is −2 times the mass-shell relation, which is what `linear_combination` checks.

```lean
/-- At positive momentum the two integrands are `1/2` plus and minus the same term
`m / (2 (E + k))`. -/
theorem integrands_eq {m k : ℝ} (hm : 0 < m) (hk : 0 < k) :
    k / (energy m k + k - m) = 1 / 2 + m / (energy m k + k) / 2 ∧
    k / (energy m k + k + m) = 1 / 2 - m / (energy m k + k) / 2 := by
  have hE := energy_pos hm k
  have hmE : m ≤ energy m k := (Real.le_sqrt' hm).2 (by nlinarith [sq_nonneg k])
  have h1 : energy m k + k - m ≠ 0 := by
    have : 0 < energy m k + k - m := by linarith
    exact this.ne'
  have h2 : energy m k + k + m ≠ 0 := by positivity
  have h3 : (energy m k + k) * 2 ≠ 0 := by positivity
  -- after clearing denominators only the mass-shell relation is needed
  constructor
  · rw [div_div, div_add_div _ _ two_ne_zero h3, div_eq_div_iff h1 (mul_ne_zero two_ne_zero h3)]
    linear_combination (-2) * energy_sq m k
  · rw [div_div, div_sub_div _ _ two_ne_zero h3, div_eq_div_iff h2 (mul_ne_zero two_ne_zero h3)]
    linear_combination (-2) * energy_sq m k
```

**Q:** Why does it require k > 0? The integration starts at k = 0.

**A:** Stating the identity for k ≥ 0 is a mistake that looks harmless. At k = 0 the first integrand is 0/0, which Lean evaluates as 0, whereas the right-hand side is 1/2 + 1/2 = 1. The extended identity would be false. The right-hand side does give the correct limit as k → 0 from above, and a single point has no effect on the integral.

**Q:** Does Lean repeat your substitution for R?

**A:** It goes the other way and differentiates the closed form. With S now standing for E(k) + k, the steps are

dE/dk = k/E, dS/dk = S/E

d/dk ln(S/m) = 1/E

d/dk (k/S) = (E − k)/(E S)

The last two add up to 2/S, and the prefactor m/2 turns this into m/S. The lemma assembles these derivatives with the chain and quotient rules, and `field_simp` and `ring` do the final addition.

```lean
lemma hasDerivAt_remainder {m k : ℝ} (hm : 0 < m) (hk : 0 ≤ k) :
    HasDerivAt (fun x => remainder m x) (m / (energy m k + k)) k := by
  have hE := energy_pos hm k
  have hE0 : energy m k ≠ 0 := hE.ne'
  have hm0 : m ≠ 0 := hm.ne'
  have hS0 : energy m k + k ≠ 0 := by positivity
  have hq : HasDerivAt (fun x : ℝ => x ^ 2 + m ^ 2) (2 * k) k :=
    ((hasDerivAt_pow 2 k).add_const (m ^ 2)).congr_deriv (by norm_num)
  have hne : k ^ 2 + m ^ 2 ≠ 0 := by positivity
  have hd : HasDerivAt (fun x => energy m x) (k / energy m k) k :=
    (hq.sqrt hne).congr_deriv (mul_div_mul_left _ _ two_ne_zero)
  have hS : HasDerivAt (fun x => energy m x + x) (k / energy m k + 1) k :=
    hd.fun_add (hasDerivAt_id' k)
  have hlog := (hS.div_const m).log (div_ne_zero hS0 hm0)
  have hquot := (hasDerivAt_id' k).fun_div hS hS0
  refine ((hlog.fun_add hquot).const_mul (m / 2)).congr_deriv ?_
  field_simp
  ring
```

The integrand m/(E + k) is continuous on [0, L], because its denominator is positive there, and so it is integrable.

```lean
lemma intervalIntegrable_diff {m L : ℝ} (hm : 0 < m) (hL : 0 ≤ L) :
    IntervalIntegrable (fun k => m / (energy m k + k)) MeasureTheory.volume 0 L := by
  have hc : Continuous (fun k => energy m k + k) := by
    unfold energy
    fun_prop
  refine (continuousOn_const.div hc.continuousOn ?_).intervalIntegrable
  intro k hk
  rw [Set.uIcc_of_le hL] at hk
  have := energy_pos hm k
  have := hk.1
  positivity
```

The fundamental theorem of calculus then gives R(L) as the difference of the closed form at the two ends. At L = 0 the closed form vanishes, since E(0) = m and ln 1 = 0.

```lean
/-- The integral of `m / (E + k)` up to the cutoff `L` in closed form. -/
theorem integral_diff {m L : ℝ} (hm : 0 < m) (hL : 0 ≤ L) :
    ∫ k in (0 : ℝ)..L, m / (energy m k + k) = remainder m L := by
  have h0 : remainder m 0 = 0 := by
    simp [remainder, energy, Real.sqrt_sq hm.le, div_self hm.ne']
  rw [intervalIntegral.integral_eq_sub_of_hasDerivAt (f := fun x => remainder m x)
    (fun k hk => ?_) (intervalIntegrable_diff hm hL), h0, sub_zero]
  rw [Set.uIcc_of_le hL] at hk
  exact hasDerivAt_remainder hm hk.1
```

**Q:** So this is where the two contributions separate into L/2 ± R/2?

**A:** In `parts_eq`, yes, for every L ≥ 0. The tool `integral_congr_ae` lets the integrands be replaced on the half-open interval (0, L], which leaves out the troublesome endpoint. Linearity of the integral and the closed form do the rest.

```lean
/-- At every nonnegative cutoff the two integrals are `L/2` plus and minus half of the same
remainder. -/
theorem parts_eq {m L : ℝ} (hm : 0 < m) (hL : 0 ≤ L) :
    electronPart m L = L / 2 + remainder m L / 2 ∧
    vacuumPart m L = L / 2 - remainder m L / 2 := by
  have hi := (intervalIntegrable_diff hm hL).div_const 2
  have hc : IntervalIntegrable (fun _ : ℝ => (1 / 2 : ℝ)) MeasureTheory.volume 0 L :=
    continuous_const.intervalIntegrable _ _
  -- the endpoint k = 0 does not contribute
  have he : electronPart m L = ∫ k in (0 : ℝ)..L, (1 / 2 + m / (energy m k + k) / 2) := by
    refine intervalIntegral.integral_congr_ae (Eventually.of_forall fun k hk => ?_)
    rw [Set.uIoc_of_le hL] at hk
    exact (integrands_eq hm hk.1).1
  have hv : vacuumPart m L = ∫ k in (0 : ℝ)..L, (1 / 2 - m / (energy m k + k) / 2) := by
    refine intervalIntegral.integral_congr_ae (Eventually.of_forall fun k hk => ?_)
    rw [Set.uIoc_of_le hL] at hk
    exact (integrands_eq hm hk.1).2
  constructor
  · rw [he, intervalIntegral.integral_add hc hi, intervalIntegral.integral_const,
      intervalIntegral.integral_div, integral_diff hm hL, smul_eq_mul]
    ring
  · rw [hv, intervalIntegral.integral_sub hc hi, intervalIntegral.integral_const,
      intervalIntegral.integral_div, integral_diff hm hL, smul_eq_mul]
    ring
```

Adding the two lines gives P + V = L exactly, at any nonnegative cutoff and for any positive mass.

```lean
/-- For any positive mass and nonnegative cutoff, the two integrals add up to exactly the cutoff. -/
theorem sum_eq_cutoff {m L : ℝ} (hm : 0 < m) (hL : 0 ≤ L) :
    electronPart m L + vacuumPart m L = L := by
  rw [(parts_eq hm hL).1, (parts_eq hm hL).2]
  ring
```

**Q:** Which estimate controls large L?

**A:** The limit L/(E(L) + L) → 1/2. The formal proof squeezes the ratio between 1/2 − m/L and 1/2. The lower bound is slightly weaker than the one I used by hand, but it comes from the same inequality E(L) ≤ L + m, and the upper bound comes from L ≤ E(L).

```lean
lemma tendsto_ratio {m : ℝ} (hm : 0 < m) :
    Tendsto (fun L => L / (energy m L + L)) atTop (𝓝 (1 / 2)) := by
  have h : Tendsto (fun L : ℝ => m / L) atTop (𝓝 0) := tendsto_const_nhds.div_atTop tendsto_id
  have hlow := h.const_sub (1 / 2)
  rw [sub_zero] at hlow
  -- squeeze with L ≤ E(L) ≤ L + m
  refine tendsto_of_tendsto_of_tendsto_of_le_of_le' hlow tendsto_const_nhds ?_ ?_
  · filter_upwards [eventually_gt_atTop 0] with L hL
    have hE := energy_pos hm L
    have hup : energy m L ≤ L + m :=
      Real.sqrt_le_iff.2 ⟨by positivity, by nlinarith [mul_pos hL hm]⟩
    have key : ∀ t : ℝ, 0 ≤ t → t * L = m → (1 / 2 - t) * (energy m L + L) ≤ L := by
      intro t h0 h1
      nlinarith [mul_nonneg h0 hE.le]
    rw [le_div_iff₀ (by positivity)]
    exact key (m / L) (by positivity) (div_mul_cancel₀ m hL.ne')
  · filter_upwards [eventually_gt_atTop 0] with L hL
    have hE := energy_pos hm L
    have hlo : L ≤ energy m L := (Real.le_sqrt' hL).2 (by nlinarith [sq_nonneg m])
    rw [div_le_iff₀ (by positivity)]
    linarith
```

The finite part follows. Twice the ratio tends to 1, so its logarithm tends to 0. That logarithm equals ln(2L/m) − ln(S/m), with S = E(L) + L again, which is the quantity needed to compare R with (m/2) ln(2L/m). The remaining term L/S contributes (m/2)(1/2) = m/4.

```lean
/-- Once `(m/2) ln(2L/m)` is subtracted, the difference of the two contributions tends to
`m/4` as the cutoff is removed. -/
theorem finite_part {m : ℝ} (hm : 0 < m) :
    Tendsto (fun L => electronPart m L - vacuumPart m L - m / 2 * Real.log (2 * L / m))
      atTop (𝓝 (m / 4)) := by
  have hr := tendsto_ratio hm
  have hlog := (hr.const_mul 2).log (by norm_num)
  have h := (hr.sub hlog).const_mul (m / 2)
  have e : m / 2 * (1 / 2 - Real.log (2 * (1 / 2))) = m / 4 := by
    have e2 : (2 : ℝ) * (1 / 2) = 1 := by norm_num
    rw [e2, Real.log_one]
    ring
  rw [e] at h
  refine h.congr' ?_
  filter_upwards [eventually_gt_atTop 0] with L hL
  have hE := energy_pos hm L
  have hl : Real.log (2 * (L / (energy m L + L)))
      = Real.log (2 * L / m) - Real.log ((energy m L + L) / m) := by
    rw [← Real.log_div (by positivity) (by positivity)]
    congr 1
    field_simp
  rw [(parts_eq hm hL.le).1, (parts_eq hm hL.le).2, hl]
  unfold remainder
  ring
```

**Q:** Could you have skipped this and subtracted the two linear limits?

**A:** That would show only that (P − V)/L → 0. It would not distinguish a logarithm from a constant or from √L. The proof therefore establishes the logarithmic limit `h3` first. It splits ln(2L/m) into ln(2/m) + ln L and divides by ln L, so that everything except the coefficient m/2 vanishes.

The step `h0` multiplies this limit by ln L/L → 0 and obtains (P − V)/L → 0. Finally, `parts_eq` writes P/L and V/L as 1/2 plus and minus half of that quantity, which gives the two linear limits.

```lean
/-- The integrals `electronPart m L` and `vacuumPart m L` each grow linearly as `L/2`, while their
difference grows only logarithmically, as `(m/2) ln L`. -/
theorem weisskopf_cancellation {m : ℝ} (hm : 0 < m) :
    Tendsto (fun L => electronPart m L / L) atTop (𝓝 (1 / 2)) ∧
    Tendsto (fun L => vacuumPart m L / L) atTop (𝓝 (1 / 2)) ∧
    Tendsto (fun L => (electronPart m L - vacuumPart m L) / Real.log L) atTop (𝓝 (m / 2)) := by
  -- the logarithmic coefficient follows from the finite part
  have h3 : Tendsto (fun L => (electronPart m L - vacuumPart m L) / Real.log L)
      atTop (𝓝 (m / 2)) := by
    have h := (((finite_part hm).add_const (m / 2 * Real.log (2 / m))).div_atTop
      Real.tendsto_log_atTop).add_const (m / 2)
    rw [zero_add] at h
    refine h.congr' ?_
    filter_upwards [eventually_gt_atTop 1] with L hL
    have hL0 : 0 < L := by linarith
    have hs : Real.log (2 * L / m) = Real.log (2 / m) + Real.log L := by
      rw [← Real.log_mul (by positivity) (by positivity)]
      congr 1
      ring
    rw [hs, div_add' _ _ _ (Real.log_pos hL).ne']
    congr 1
    ring
  -- hence the difference is negligible against L
  have h0 : Tendsto (fun L => (electronPart m L - vacuumPart m L) / L) atTop (𝓝 0) := by
    have h := h3.mul Real.isLittleO_log_id_atTop.tendsto_div_nhds_zero
    rw [mul_zero] at h
    refine h.congr' ?_
    filter_upwards [eventually_gt_atTop 1] with L hL
    have hl : Real.log L ≠ 0 := (Real.log_pos hL).ne'
    simp only [id]
    field_simp
  have hhalf := h0.div_const 2
  rw [zero_div] at hhalf
  refine ⟨?_, ?_, h3⟩
  · have h := hhalf.const_add (1 / 2)
    rw [add_zero] at h
    refine h.congr' ?_
    filter_upwards [eventually_gt_atTop 0] with L hL
    rw [(parts_eq hm hL.le).1, (parts_eq hm hL.le).2]
    field_simp
    ring
  · have h := hhalf.const_sub (1 / 2)
    rw [sub_zero] at h
    refine h.congr' ?_
    filter_upwards [eventually_gt_atTop 0] with L hL
    rw [(parts_eq hm hL.le).1, (parts_eq hm hL.le).2]
    field_simp
    ring

end WeisskopfSelfEnergy
```

```lean
#print axioms WeisskopfSelfEnergy.sum_eq_cutoff
#print axioms WeisskopfSelfEnergy.weisskopf_cancellation
```

```
'WeisskopfSelfEnergy.sum_eq_cutoff' depends on axioms: [propext, Classical.choice, Quot.sound]
'WeisskopfSelfEnergy.weisskopf_cancellation' depends on axioms: [propext, Classical.choice, Quot.sound]
```
